# Direct and exchange terms with different interactions cancel for every one-electron state exactly when the interactions agree within the symmetric subspace

In a two-component relativistic calculation, the transformation that decouples the electronic from the positronic states also changes the electron–electron interaction. Suppose this picture change is applied to the direct term but not to the exchange term. A single electron should not repel itself, and in Hartree–Fock theory direct and exchange cancel to ensure this. Does the cancellation survive when the two terms use different operators?

## One density matrix, two interactions

Let ι label n orthonormal spin-orbitals. The direct term uses a matrix h, the exchange term a matrix g, both indexed by pairs of orbitals. They are arbitrary complex matrices: Hermiticity is never assumed, and no particular decoupling transformation is constructed. A one-electron state v has the density matrix D = v v†, so D_ki = v_k v̄_i. Write vw for the product state v ⊗ w (`pair v w`) and ⟨a, W b⟩ for `element W a b`, conjugate-linear in a.

In Lean 4 with Mathlib:

```lean
import Mathlib

open Matrix

namespace PictureChangeSelfInteraction

noncomputable section

variable {ι : Type*} [Fintype ι]

/-- The two-electron product state with orbital `v` for electron 1 and `w` for electron 2. -/
def pair (v w : ι → ℂ) : ι × ι → ℂ := fun p => v p.1 * w p.2

/-- The matrix element of a two-electron operator `W` between `a` and `b`. -/
def element (W : Matrix (ι × ι) (ι × ι) ℂ) (a b : ι × ι → ℂ) : ℂ := star a ⬝ᵥ W *ᵥ b

/-- The direct (Coulomb) energy of a one-particle density matrix `D` with interaction `h`. -/
def directEnergy (h : Matrix (ι × ι) (ι × ι) ℂ) (D : Matrix ι ι ℂ) : ℂ :=
  1 / 2 * ∑ i, ∑ j, ∑ k, ∑ l, D k i * D l j * h (i, j) (k, l)

/-- The exchange energy, without its minus sign, of a density matrix `D` with interaction `g`. -/
def exchangeEnergy (g : Matrix (ι × ι) (ι × ι) ℂ) (D : Matrix ι ι ℂ) : ℂ :=
  1 / 2 * ∑ i, ∑ j, ∑ k, ∑ l, D l i * D k j * g (i, j) (k, l)

/-- Direct minus exchange energy of the one-electron density `v v†`, with `h` in the direct
and `g` in the exchange term. -/
def selfEnergy (h g : Matrix (ι × ι) (ι × ι) ℂ) (v : ι → ℂ) : ℂ :=
  directEnergy h (vecMulVec v (star v)) - exchangeEnergy g (vecMulVec v (star v))

/-- A two-electron operator is swap-invariant if relabelling the electrons leaves it unchanged. -/
def SwapInvariant (W : Matrix (ι × ι) (ι × ι) ℂ) : Prop := ∀ p q, W p.swap q.swap = W p q
```

For this D, the direct factor D_ki D_lj and the exchange factor D_li D_kj are both v̄_i v̄_j v_k v_l. With W = h − g, the self-energy, meaning here the direct minus the exchange energy, is therefore

E(v) = ½ Σ_ijkl v̄_i v̄_j W_(ij),(kl) v_k v_l = ½ ⟨vv, W vv⟩.

`selfEnergy_eq` proves this by matching the sums term by term. For a density matrix that is not of the form v v†, the two factors generally differ and this formula is lost.

```lean
/-- The self-energy of `v` is half the expectation value of `h - g` in the state `v ⊗ v`. -/
theorem selfEnergy_eq (h g : Matrix (ι × ι) (ι × ι) ℂ) (v : ι → ℂ) :
    selfEnergy h g v = 1 / 2 * element (h - g) (pair v v) (pair v v) := by
  unfold selfEnergy directEnergy exchangeEnergy element
  rw [← mul_sub]
  congr 1
  simp only [← Finset.sum_sub_distrib, dotProduct, Matrix.mulVec, Fintype.sum_prod_type,
    Finset.mul_sum]
  refine Finset.sum_congr rfl fun i _ => Finset.sum_congr rfl fun j _ =>
    Finset.sum_congr rfl fun k _ => Finset.sum_congr rfl fun l _ => ?_
  simp only [vecMulVec_apply, Pi.star_apply, pair, star_mul', Matrix.sub_apply]
  ring
```

## Complex orbitals

The condition E(v) = 0 is imposed for all complex v, so relative phases between orbitals may be varied. Suppose ⟨vv, W vv⟩ = 0 for every v. Put v = a + t b, with t complex and u = ab + ba:

vv = aa + t u + t² bb.

In the expansion of ⟨vv, W vv⟩, t² alone multiplies A = ⟨aa, W bb⟩, and t̄² alone multiplies C = ⟨bb, W aa⟩. With i here the imaginary unit, adding the values at t and −t and subtracting those at it and −it leaves

4(t² A + t̄² C) = 0.

Taking t = 1 gives A + C = 0, and t = 1 + i gives A − C = 0, so A = 0. `coefficient_eq_zero` is this argument, with `linear_combination` doing the arithmetic.

```lean
/-- If a polynomial of degree two in `t` and in its conjugate vanishes for all complex `t`,
its coefficient of `t ^ 2` is zero. -/
theorem coefficient_eq_zero (c0 c1 c2 A C c3 c4 c5 c6 : ℂ)
    (h : ∀ t : ℂ, c0 + t * c1 + star t * c2 + t ^ 2 * A + star t ^ 2 * C + t * star t * c3
      + t ^ 2 * star t * c4 + t * star t ^ 2 * c5 + t ^ 2 * star t ^ 2 * c6 = 0) : A = 0 := by
  have hI : star Complex.I = -Complex.I := Complex.conj_I
  -- combining the values at t, -t, it and -it leaves only the terms in t ^ 2 and star t ^ 2
  have key : ∀ t : ℂ, t ^ 2 * A + star t ^ 2 * C = 0 := by
    intro t
    have h1 := h t
    have h2 := h (-t)
    have h3 := h (Complex.I * t)
    have h4 := h (-(Complex.I * t))
    simp only [star_neg, star_mul', hI] at h2 h3 h4
    linear_combination (h1 + h2 - h3 - h4) / 4 + ((t ^ 2 * A + star t ^ 2 * C)
      - t * star t * c3 - (1 - Complex.I ^ 2) * t ^ 2 * star t ^ 2 * c6) / 2 * Complex.I_sq
  have k1 := key 1
  have k2 := key (1 + Complex.I)
  simp only [star_add, star_one, hI] at k1 k2
  linear_combination k1 / 2 - Complex.I / 4 * k2
    + ((A - C) / 2 + Complex.I / 4 * (A + C)) * Complex.I_sq
```

Thus ⟨aa, W bb⟩ = 0 for all a and b (`cross`). Setting b = z + w and subtracting the zz and ww terms gives ⟨aa, W(zw + wz)⟩ = 0 (`ket`). Setting a = x + y and doing the same in the bra gives

⟨xy + yx, W(zw + wz)⟩ = 0.

```lean
/-- If `W` has zero expectation value in every `v ⊗ v`, all its matrix elements between
symmetrised product states vanish. -/
theorem polarization (W : Matrix (ι × ι) (ι × ι) ℂ)
    (h : ∀ v, element W (pair v v) (pair v v) = 0) (x y z w : ι → ℂ) :
    element W (pair x y + pair y x) (pair z w + pair w z) = 0 := by
  have expand : ∀ (a b : ι → ℂ) (t : ℂ), pair (a + t • b) (a + t • b)
      = pair a a + t • (pair a b + pair b a) + t ^ 2 • pair b b := by
    intro a b t
    ext p
    simp only [pair, Pi.add_apply, Pi.smul_apply, smul_eq_mul]
    ring
  have expand1 : ∀ a b : ι → ℂ, pair (a + b) (a + b)
      = pair a a + (pair a b + pair b a) + pair b b := by
    intro a b
    ext p
    simp only [pair, Pi.add_apply]
    ring
  have addL : ∀ a b c, element W (a + b) c = element W a c + element W b c := by
    intro a b c
    simp only [element, star_add, add_dotProduct]
  have addR : ∀ a b c, element W a (b + c) = element W a b + element W a c := by
    intro a b c
    simp only [element, Matrix.mulVec_add, dotProduct_add]
  have smulL : ∀ (t : ℂ) a b, element W (t • a) b = star t * element W a b := by
    intro t a b
    simp only [element, star_smul, smul_dotProduct, smul_eq_mul]
  have smulR : ∀ (t : ℂ) a b, element W a (t • b) = t * element W a b := by
    intro t a b
    simp only [element, Matrix.mulVec_smul, dotProduct_smul, smul_eq_mul]
  -- bra and ket decouple
  have cross : ∀ a b, element W (pair a a) (pair b b) = 0 := by
    intro a b
    let u := pair a b + pair b a
    refine coefficient_eq_zero (element W (pair a a) (pair a a)) (element W (pair a a) u)
      (element W u (pair a a)) _ (element W (pair b b) (pair a a)) (element W u u)
      (element W u (pair b b)) (element W (pair b b) u) (element W (pair b b) (pair b b)) ?_
    intro t
    have ht := h (a + t • b)
    rw [expand] at ht
    simp only [u, addL, addR, smulL, smulR, star_pow] at ht ⊢
    linear_combination ht
  -- polarise the ket, then the bra
  have ket : ∀ a, element W (pair a a) (pair z w + pair w z) = 0 := by
    intro a
    have h1 := cross a (z + w)
    rw [expand1, addR, addR] at h1
    linear_combination h1 - cross a z - cross a w
  have h1 := ket (x + y)
  rw [expand1, addL, addL] at h1
  linear_combination h1 - ket x - ket y
```

Real orbitals alone would not suffice. For n = 2, let the only nonzero entries of W be W_(11),(22) = i and W_(22),(11) = −i. Then E(v) = 0 for every real v, but v = (1, e^(iπ/4))/√2 has E(v) = −1/4.

## Normalisation

The condition v†v = 1 says that v holds exactly one electron. The vector a + t b is usually not normalised, so the polarisation argument first needs the condition for all vectors. For v ≠ 0, let r = Σ_i |v_i|² and c = 1/√r. Then cv is normalised and

0 = ⟨(cv)(cv), W (cv)(cv)⟩ = c⁴ ⟨vv, W vv⟩,

so the last factor vanishes. The case v = 0 is immediate. Requiring E(v) = 0 for unnormalised vectors too is therefore no stronger.

```lean
/-- If `W` has zero expectation value in `v ⊗ v` for all normalised `v`, it has so for all `v`. -/
theorem expectation_of_normalized (W : Matrix (ι × ι) (ι × ι) ℂ)
    (h : ∀ v, star v ⬝ᵥ v = 1 → element W (pair v v) (pair v v) = 0) (v : ι → ℂ) :
    element W (pair v v) (pair v v) = 0 := by
  by_cases hv : v = 0
  · have h0 : pair v v = 0 := by
      ext p
      simp [pair, hv]
    simp [element, h0]
  obtain ⟨r, hr, hn⟩ : ∃ r : ℝ, 0 < r ∧ star v ⬝ᵥ v = (r : ℂ) := by
    refine ⟨∑ i, ‖v i‖ ^ 2, ?_, ?_⟩
    · obtain ⟨i, hi⟩ := Function.ne_iff.mp hv
      have h0 : 0 < ‖v i‖ := norm_pos_iff.mpr (by simpa using hi)
      exact Finset.sum_pos' (fun j _ => by positivity) ⟨i, Finset.mem_univ i, by positivity⟩
    · simp only [dotProduct, Pi.star_apply]
      push_cast
      exact Finset.sum_congr rfl fun i _ => Complex.conj_mul' (v i)
  obtain ⟨c, hc⟩ : ∃ c : ℝ, c * c * r = 1 := by
    have hs : √r ≠ 0 := (Real.sqrt_pos.mpr hr).ne'
    refine ⟨(√r)⁻¹, ?_⟩
    calc (√r)⁻¹ * (√r)⁻¹ * r = (√r)⁻¹ * (√r)⁻¹ * (√r * √r) := by
          rw [Real.mul_self_sqrt hr.le]
      _ = 1 := by field_simp
  have hstar : star (c : ℂ) = c := Complex.conj_ofReal c
  have hu := h ((c : ℂ) • v) (by
    rw [star_smul, smul_dotProduct, dotProduct_smul, hn, hstar, smul_eq_mul, smul_eq_mul,
      ← mul_assoc]
    exact_mod_cast hc)
  have hp : pair ((c : ℂ) • v) ((c : ℂ) • v) = ((c : ℂ) * c) • pair v v := by
    ext p
    simp only [pair, Pi.smul_apply, smul_eq_mul]
    ring
  have hk : (c : ℂ) * c ≠ 0 := by
    intro h0
    have h1 : c * c = 0 := by exact_mod_cast h0
    rw [h1, zero_mul] at hc
    exact zero_ne_one hc
  rw [hp, element, star_smul, smul_dotProduct, Matrix.mulVec_smul, dotProduct_smul] at hu
  exact (smul_eq_zero.mp ((smul_eq_zero.mp hu).resolve_left (star_ne_zero.mpr hk))).resolve_left hk
```

## Zero compression to the symmetric subspace

Let S swap the two electrons and let P = ½(1 + S) project on the symmetric subspace. The condition PWP = 0 says that h and g have the same matrix elements between symmetric pair states. These are not physical states of two electrons, which are antisymmetric; they enter here through the formal product vv in E(v). Writing p̃ for the swapped pair p,

(PWP)_pq = ¼(W_pq + W_p̃q + W_pq̃ + W_p̃q̃).

```lean
variable [DecidableEq ι]

/-- The operator that swaps the two electrons. -/
def swapOp : Matrix (ι × ι) (ι × ι) ℂ := Matrix.of fun p q => if p.swap = q then 1 else 0

/-- The projector on the symmetric two-electron subspace. -/
def symProj : Matrix (ι × ι) (ι × ι) ℂ := (1 / 2 : ℂ) • (1 + swapOp)

/-- Multiplying by the symmetric projector averages an operator over the swap of the two
electrons, in the bra from the left and in the ket from the right. -/
theorem symProj_entries (A : Matrix (ι × ι) (ι × ι) ℂ) (p q : ι × ι) :
    (symProj (ι := ι) * A) p q = (A p q + A p.swap q) / 2 ∧
    (A * symProj (ι := ι)) p q = (A p q + A p q.swap) / 2 := by
  have hl : (swapOp (ι := ι) * A) p q = A p.swap q := by
    simp [swapOp, Matrix.mul_apply]
  have hr : (A * swapOp (ι := ι)) p q = A p q.swap := by
    rw [Matrix.mul_apply, Finset.sum_eq_single q.swap]
    · simp [swapOp]
    · intro r _ hr
      have hne : r.swap ≠ q := fun h => hr (by rw [← h, Prod.swap_swap])
      simp [swapOp, hne]
    · simp
  constructor
  · rw [symProj, Matrix.smul_mul, Matrix.add_mul, Matrix.one_mul, Matrix.smul_apply,
      Matrix.add_apply, hl, smul_eq_mul]
    ring
  · rw [symProj, Matrix.mul_smul, Matrix.mul_add, Matrix.mul_one, Matrix.smul_apply,
      Matrix.add_apply, hr, smul_eq_mul]
    ring

/-- The swap operator exchanges the orbitals of a product state. -/
theorem swapOp_mulVec_pair (v w : ι → ℂ) : swapOp *ᵥ pair v w = pair w v := by
  ext p
  simp [swapOp, Matrix.mulVec, dotProduct, pair, mul_comm]
```

If all self-energies vanish, polarisation on basis orbitals makes this sum of four entries zero, so PWP = 0. Conversely, P(vv) = vv and P† = P give

⟨vv, W vv⟩ = ⟨vv, PWP vv⟩ = 0.

In the proof, `fix` and `hleft` let P act on the ket and the bra.

```lean
/-- With `h` in the direct and `g` in the exchange term, every normalised one-electron state has
zero self-energy if and only if `h - g` has zero compression to the symmetric subspace. -/
theorem selfEnergy_zero_iff (h g : Matrix (ι × ι) (ι × ι) ℂ) :
    (∀ v, star v ⬝ᵥ v = 1 → selfEnergy h g v = 0) ↔ symProj * (h - g) * symProj = 0 := by
  constructor
  · intro H
    have hall := expectation_of_normalized (h - g) fun v hv => by
      have h1 := H v hv
      rw [selfEnergy_eq] at h1
      linear_combination 2 * h1
    have hsingle : ∀ i j : ι, pair (Pi.single i 1) (Pi.single j 1) = Pi.single (i, j) 1 := by
      intro i j
      ext ⟨a, b⟩
      by_cases ha : a = i <;> by_cases hb : b = j <;> simp [pair, ha, hb]
    -- evaluate on basis orbitals
    ext p q
    have e := polarization (h - g) hall (Pi.single p.1 1) (Pi.single p.2 1)
      (Pi.single q.1 1) (Pi.single q.2 1)
    have hstar : ∀ r : ι × ι, star (Pi.single r 1 : ι × ι → ℂ) = Pi.single r 1 := by
      intro r
      ext s
      by_cases hs : s = r <;> simp [hs]
    simp only [hsingle, element, star_add, hstar, Matrix.mulVec_add, add_dotProduct,
      dotProduct_add, Matrix.mulVec_single_one, single_one_dotProduct, Matrix.col_apply] at e
    rw [(symProj_entries _ p q).2, (symProj_entries _ p q).1, (symProj_entries _ p q.swap).1,
      Matrix.zero_apply]
    simp only [Prod.swap, Prod.mk.eta] at e ⊢
    linear_combination e / 4
  · intro H v _
    have hT : (symProj : Matrix (ι × ι) (ι × ι) ℂ)ᵀ = symProj := by
      ext p q
      have e1 : q.swap = p ↔ p.swap = q :=
        ⟨fun h => by rw [← h, Prod.swap_swap], fun h => by rw [← h, Prod.swap_swap]⟩
      have e2 : q = p ↔ p = q := eq_comm
      simp only [Matrix.transpose_apply, symProj, Matrix.smul_apply, Matrix.add_apply,
        swapOp, Matrix.of_apply, Matrix.one_apply]
      rw [if_congr e1 rfl rfl, if_congr e2 rfl rfl]
    -- the projector leaves the product of an orbital with itself unchanged
    have fix : ∀ a : ι → ℂ, symProj *ᵥ pair a a = pair a a := by
      intro a
      rw [symProj, Matrix.smul_mulVec, Matrix.add_mulVec, Matrix.one_mulVec, swapOp_mulVec_pair]
      module
    have hs : star (pair v v) = pair (star v) (star v) := by
      ext p
      simp only [pair, Pi.star_apply, star_mul']
    have hleft : star (pair v v) ᵥ* symProj = star (pair v v) := by
      rw [← hT, Matrix.vecMul_transpose, hs, fix]
    have e : star (pair v v) ⬝ᵥ (symProj * (h - g) * symProj) *ᵥ pair v v = 0 := by
      rw [H, Matrix.zero_mulVec, dotProduct_zero]
    rw [← Matrix.mulVec_mulVec, fix, ← Matrix.mulVec_mulVec, Matrix.dotProduct_mulVec,
      hleft] at e
    rw [selfEnergy_eq, element, e, mul_zero]
```

If PWP ≠ 0, some normalised state interacts with itself. For n = 1, P = 1 and any h ≠ g does this.

## Swap invariance

Electrons are identical, so a physical interaction satisfies W_p̃q̃ = W_pq, and hence W_p̃q = W_pq̃. The four-entry sum then reduces to

(PWP)_pq = ½(W_pq + W_pq̃) = (WP)_pq,

and the condition becomes hP = gP. The proof makes the same substitutions through `hh` and `hg`; the converse multiplies by P from the left.

```lean
/-- For swap-invariant `h` and `g`, every normalised one-electron state has zero self-energy
if and only if `h` and `g` act identically on the symmetric subspace. -/
theorem selfEnergy_zero_iff_of_swapInvariant (h g : Matrix (ι × ι) (ι × ι) ℂ)
    (hh : SwapInvariant h) (hg : SwapInvariant g) :
    (∀ v, star v ⬝ᵥ v = 1 → selfEnergy h g v = 0) ↔ h * symProj = g * symProj := by
  rw [selfEnergy_zero_iff]
  constructor
  · intro H
    ext p q
    have e := congrFun (congrFun H p) q
    rw [(symProj_entries _ p q).2, (symProj_entries _ p q).1,
      (symProj_entries _ p q.swap).1] at e
    have a1 := hh p q.swap
    have b1 := hg p q.swap
    rw [Prod.swap_swap] at a1 b1
    simp only [Matrix.sub_apply, Matrix.zero_apply, a1, b1, hh p q, hg p q] at e
    rw [(symProj_entries h p q).2, (symProj_entries g p q).2]
    linear_combination e
  · intro H
    rw [Matrix.mul_assoc, Matrix.sub_mul, H, sub_self, Matrix.mul_zero]
```

The derivation uses swap invariance only for the difference h − g. Without it the sharper condition can fail, even for Hermitian matrices. Take n = 2, g = 0 and h diagonal, with entry 1 at (1,2), −1 at (2,1) and 0 elsewhere. Then

E(v) = ½(|v₁|²|v₂|² − |v₂|²|v₁|²) = 0

for every v, yet h sends e₁e₂ + e₂e₁ to e₁e₂ − e₂e₁, so hP ≠ gP.

## Locality of the correction

Now let h = g + `diagonal d`, a correction local in the orbital labels, with d(p̃) = d(p). This is not in general locality in space: a correction that multiplies by a function of the two electron positions is usually not diagonal in molecular orbitals. The diagonal entry (PWP)_pp is d(p) if p̃ = p and d(p)/2 otherwise. All self-energies therefore vanish only if d = 0. The proof makes the same case distinction. The preceding example shows that the symmetry of d matters here too.

```lean
/-- A local, swap-symmetric correction `d` made only in the direct term gives zero self-energy
for every normalised one-electron state if and only if `d` is zero. -/
theorem local_correction_iff (g : Matrix (ι × ι) (ι × ι) ℂ) (d : ι × ι → ℂ)
    (hd : ∀ p, d p.swap = d p) :
    (∀ v, star v ⬝ᵥ v = 1 → selfEnergy (g + diagonal d) g v = 0) ↔ d = 0 := by
  rw [selfEnergy_zero_iff, add_sub_cancel_left]
  constructor
  · intro H
    funext p
    change d p = 0
    have e := congrFun (congrFun H p) p
    rw [(symProj_entries _ p p).2, (symProj_entries _ p p).1,
      (symProj_entries _ p p.swap).1] at e
    by_cases hp : p.swap = p
    · simp only [hp, Matrix.diagonal_apply_eq, Matrix.zero_apply] at e
      linear_combination e
    · rw [Matrix.diagonal_apply_ne _ hp, Matrix.diagonal_apply_ne _ (Ne.symm hp),
        Matrix.diagonal_apply_eq, Matrix.diagonal_apply_eq, hd, Matrix.zero_apply] at e
      linear_combination 2 * e
  · rintro rfl
    have h0 : diagonal (0 : ι × ι → ℂ) = 0 := Matrix.diagonal_zero
    rw [h0, Matrix.mul_zero, Matrix.zero_mul]
```

In this finite-basis, one-electron model, a nonzero correction of this kind made only in the direct term thus causes self-interaction in some state. If the correction need not be diagonal, the conclusion changes: since (1 − S)vv = 0, adding c(1 − S) to the direct interaction leaves every one-electron self-energy unchanged for any constant c, although it can change the energy of several electrons. For n ≥ 2 and c ≠ 0 this correction is nonzero, so h = g is not necessary.

```lean
/-- A correction proportional to one minus the swap operator, made only in the direct term,
gives zero self-energy for every one-electron state. -/
theorem antisymmetric_correction (g : Matrix (ι × ι) (ι × ι) ℂ) (c : ℂ) (v : ι → ℂ) :
    selfEnergy (g + c • (1 - swapOp)) g v = 0 := by
  rw [selfEnergy_eq, add_sub_cancel_left, element, Matrix.smul_mulVec, Matrix.sub_mulVec,
    Matrix.one_mulVec, swapOp_mulVec_pair, sub_self, smul_zero, dotProduct_zero, mul_zero]

end

end PictureChangeSelfInteraction
```

```lean
#print axioms PictureChangeSelfInteraction.selfEnergy_zero_iff
#print axioms PictureChangeSelfInteraction.selfEnergy_zero_iff_of_swapInvariant
#print axioms PictureChangeSelfInteraction.local_correction_iff
#print axioms PictureChangeSelfInteraction.antisymmetric_correction
```

```
'PictureChangeSelfInteraction.selfEnergy_zero_iff' depends on axioms: [propext, Classical.choice, Quot.sound]
'PictureChangeSelfInteraction.selfEnergy_zero_iff_of_swapInvariant' depends on axioms: [propext, Classical.choice, Quot.sound]
'PictureChangeSelfInteraction.local_correction_iff' depends on axioms: [propext, Classical.choice, Quot.sound]
'PictureChangeSelfInteraction.antisymmetric_correction' depends on axioms: [propext, Classical.choice, Quot.sound]
```
